# Two non-interacting fragments: the ground energy is the minimum over charge distributions

## Placing the dissociation limit

A ground-state dissociation curve, as meant here, follows the lowest energy at each distance, whatever the spin or symmetry of the state. To place its asymptote, one computes the two fragments separately and adds their energies. For a total of $N$ electrons, this leaves a choice: neutral atoms, an ion pair, or some other distribution. For fragments that don't interact, described in finite bases, the right choice is the distribution with the lowest sum. Exact diagonalisation of the separated pair, in the product bases of all charge distributions, gives that sum.

## The separated system

Let $A(n)$ and $B(m)$ be the Hamiltonian matrices of the fragments with $n$ and $m$ electrons, and $E_A(n)$, $E_B(m)$ their smallest eigenvalues. Without interaction or electron transfer, the Hamiltonian $H$ is block-diagonal, with blocks

$$H_n = A(n)\otimes 1 + 1\otimes B(N-n),\qquad n=0,\dots,N.$$

If all fragment matrices are Hermitian and all bases nonempty, the smallest eigenvalue of $H$ is

$$\min_{0\le n\le N}\,[E_A(n)+E_B(N-n)].$$

## Reading the formal statement

- `levels M` is the set of real eigenvalues, defined through nonzero, not necessarily normalised, eigenvectors. `groundEnergy M` is its infimum.
- `a n` and `b m` are the fragment bases; their sizes may change with electron number. The main theorems assume that they are nonempty. With a fixed set of spin orbitals, this requires at least $N$ of them on each fragment, which a minimal basis may not provide. Bases for more than $N$ electrons don't enter $H$ and can be chosen freely. `Configs a b N` collects the product bases of all charge sectors.
- `fragments` is the Hamiltonian $H_n$ of one sector, and `separated` is the whole matrix $H$.
- In `separated_ground_energy`, `IsLeast` says that the minimum, written `Finset.univ.inf'`, is an eigenvalue and that no real eigenvalue lies below it.

The block form is the starting point. That a molecular Hamiltonian approaches it at large distance, with antisymmetrised products represented by tensor products, is a physical step that the hypotheses don't supply.

## Derivation of the minimum

**Each sum is an eigenvalue.** Take $A(n)x=E_A(n)x$ and $B(N-n)y=E_B(N-n)y$ with $x,y\neq0$. Then

$$H_n(x\otimes y)=(A(n)x)\otimes y+x\otimes(B(N-n)y)=[E_A(n)+E_B(N-n)]\,x\otimes y.$$

Setting all other sectors to zero gives an eigenvector of $H$.

**No eigenvalue is lower.** Let $Hv=Ev$ with $v\ne0$. Some component $v_n$ is nonzero, and $H_nv_n=Ev_n$. The eigenvalues of $A(n)-E_A(n)$ and $B(N-n)-E_B(N-n)$ are nonnegative, so both matrices are positive semidefinite. So is

$$(A(n)-E_A(n))\otimes1+1\otimes(B(N-n)-E_B(N-n))=H_n-E_A(n)-E_B(N-n).$$

Its expectation value in $v_n$ gives $0\le[E-E_A(n)-E_B(N-n)]\,\|v_n\|^2$, hence $E\ge E_A(n)+E_B(N-n)$.

If $E$ is the ground energy, it is also at most every sum $E_A(m)+E_B(N-m)$. A ground state therefore populates only minimising sectors.

For $N=1$ the two candidates are $E_A(1)+E_B(0)$ and $E_A(0)+E_B(1)$. If they are equal, as for two identical fragments, a ground state may have components in both sectors.

## When the reference distribution wins

Let the reference have $p+1$ and $q+1$ electrons, so $N=p+q+2$; note that $p$ and $q$ are one less than the electron numbers. Write $d_A(k)=E_A(k)-E_A(k+1)$, and likewise $d_B$. The ionization energy of the first fragment is $d_A(p)$ and its electron affinity $d_A(p+1)$; for the second they are $d_B(q)$ and $d_B(q+1)$. Assume

$$d_B(q+1)\le d_A(p),\qquad d_A(p+1)\le d_B(q).$$

Assume also that both energies are convex up to $N$ electrons, meaning that $d_A$ and $d_B$ never increase. Physically, each further electron is bound no more strongly than the one before. This is assumed, not derived from the Coulomb Hamiltonian.

After $k$ electrons have moved from the second fragment to the first, with $0\le k\le q$, moving the next costs

$$d_B(q-k)-d_A(p+1+k)\ge d_B(q)-d_A(p+1)\ge0.$$

Adding the costs shows that no transfer in this direction lowers the energy. Exchanging the fragments gives the other direction.

Convexity of the first fragment alone is not enough. As a purely mathematical example, not a model of real fragments, take one-dimensional bases, $p=1$, $q=0$, all $E_A(n)=0$, and $E_B(m)=0$ except $E_B(3)=-1$. Both comparisons hold, yet the distribution $(0,3)$ has energy $-1$, below the reference value $0$.

## The Lean file

```lean
import Mathlib

open Matrix
open scoped Kronecker ComplexOrder

namespace DissociationCharge

noncomputable section

/-- The energy levels of a Hamiltonian matrix: its real eigenvalues. -/
def levels {ι : Type*} [Fintype ι] (M : Matrix ι ι ℂ) : Set ℝ :=
  {E | ∃ v : ι → ℂ, v ≠ 0 ∧ M *ᵥ v = (E : ℂ) • v}

/-- The ground energy: the infimum of the energy levels, meant for Hermitian matrices
on a nonempty basis. -/
def groundEnergy {ι : Type*} [Fintype ι] (M : Matrix ι ι ℂ) : ℝ := sInf (levels M)

/-- The Hamiltonian `A ⊗ 1 + 1 ⊗ B` of two fragments that do not interact. -/
def fragments {α β : Type*} [DecidableEq α] [DecidableEq β]
    (A : Matrix α α ℂ) (B : Matrix β β ℂ) : Matrix (α × β) (α × β) ℂ :=
  A ⊗ₖ (1 : Matrix β β ℂ) + (1 : Matrix α α ℂ) ⊗ₖ B

/-- Basis states of `N` electrons on two fragments: `n` electrons on the first fragment,
`N - n` on the second, and a basis state of each. -/
abbrev Configs (a b : ℕ → Type) (N : ℕ) : Type :=
  Σ n : Fin (N + 1), a n × b (N - n)

/-- A sequence of energies is convex in the electron number, up to `N` electrons. -/
def ConvexUpTo (e : ℕ → ℝ) (N : ℕ) : Prop :=
  ∀ k, k + 2 ≤ N → 2 * e (k + 1) ≤ e k + e (k + 2)

section OneMatrix

variable {ι : Type*} [Fintype ι] [DecidableEq ι] {M : Matrix ι ι ℂ}

/-- Each eigenvalue in the spectral theorem of a Hermitian matrix is an energy level. -/
theorem eigenvalue_mem_levels (hM : M.IsHermitian) (i : ι) :
    hM.eigenvalues i ∈ levels M := by
  refine ⟨(hM.eigenvectorBasis i).ofLp, fun h => ?_, ?_⟩
  · apply hM.eigenvectorBasis.orthonormal.ne_zero i
    ext j
    exact congrFun h j
  · rw [hM.mulVec_eigenvectorBasis i]
    ext j
    simp [Complex.real_smul]

/-- The ground energy of a Hermitian matrix on a nonempty basis is its smallest level. -/
theorem groundEnergy_isLeast [Nonempty ι] (hM : M.IsHermitian) :
    IsLeast (levels M) (groundEnergy M) := by
  -- a finite matrix has finitely many eigenvalues
  have hfin : (levels M).Finite := by
    refine ((Module.End.finite_hasEigenvalue M.mulVecLin).preimage
      Complex.ofReal_injective.injOn).subset ?_
    rintro E ⟨v, hv, h⟩
    exact Module.End.hasEigenvalue_of_hasEigenvector (x := v)
      ⟨Module.End.mem_eigenspace_iff.2 h, hv⟩
  have hne : (levels M).Nonempty := ⟨_, eigenvalue_mem_levels hM (Classical.arbitrary ι)⟩
  exact ⟨hne.csInf_mem hfin, fun E hE => csInf_le hfin.bddBelow hE⟩

/-- Variational principle: a Hermitian matrix minus its ground energy is positive
semidefinite. -/
theorem sub_groundEnergy_posSemidef (hM : M.IsHermitian) :
    (M - (groundEnergy M : ℂ) • (1 : Matrix ι ι ℂ)).PosSemidef := by
  have hS : (M - (groundEnergy M : ℂ) • (1 : Matrix ι ι ℂ)).IsHermitian :=
    hM.sub (by simp [Matrix.IsHermitian, Matrix.conjTranspose_smul])
  refine hS.posSemidef_iff_eigenvalues_nonneg.2 fun i => ?_
  have : Nonempty ι := ⟨i⟩
  obtain ⟨v, hv, h⟩ := eigenvalue_mem_levels hS i
  rw [Matrix.sub_mulVec, Matrix.smul_mulVec, Matrix.one_mulVec] at h
  -- undoing the shift gives a level of `M`
  have hmem : hS.eigenvalues i + groundEnergy M ∈ levels M :=
    ⟨v, hv, by rw [Complex.ofReal_add, add_smul, ← h, sub_add_cancel]⟩
  have hle := (groundEnergy_isLeast hM).2 hmem
  change (0 : ℝ) ≤ hS.eigenvalues i
  linarith

end OneMatrix

variable {a b : ℕ → Type} [∀ n, Fintype (a n)] [∀ n, DecidableEq (a n)]
  [∀ n, Fintype (b n)] [∀ n, DecidableEq (b n)]

/-- The Hamiltonian of the dissociated system with `N` electrons: one block for each
distribution of the electrons over the two fragments. -/
def separated (A : ∀ n, Matrix (a n) (a n) ℂ) (B : ∀ n, Matrix (b n) (b n) ℂ) (N : ℕ) :
    Matrix (Configs a b N) (Configs a b N) ℂ :=
  Matrix.blockDiagonal' fun n : Fin (N + 1) => fragments (A n) (B (N - n))

variable {A : ∀ n, Matrix (a n) (a n) ℂ} {B : ∀ n, Matrix (b n) (b n) ℂ}

/-- The Hamiltonian of the dissociated system acts within each charge sector separately. -/
theorem separated_mulVec (N : ℕ) (v : Configs a b N → ℂ) (n : Fin (N + 1))
    (p : a n × b (N - n)) :
    (separated A B N *ᵥ v) ⟨n, p⟩ =
      (fragments (A n) (B (N - n)) *ᵥ fun q => v ⟨n, q⟩) p := by
  simp only [separated, Matrix.mulVec, dotProduct]
  rw [Fintype.sum_sigma, Finset.sum_eq_single n]
  · simp only [Matrix.blockDiagonal'_apply_eq]
  · intro k _ hk
    exact Finset.sum_eq_zero fun q _ => by
      rw [Matrix.blockDiagonal'_apply_ne _ _ _ hk.symm, zero_mul]
  · intro h
    exact absurd (Finset.mem_univ n) h

/-- For Hermitian fragments on nonempty bases, the summed fragment ground energies of every
charge distribution form a level of the dissociated system. -/
theorem sector_energy_mem_levels [∀ n, Nonempty (a n)] [∀ n, Nonempty (b n)]
    (hA : ∀ n, (A n).IsHermitian) (hB : ∀ n, (B n).IsHermitian) (N : ℕ) (n : Fin (N + 1)) :
    groundEnergy (A n) + groundEnergy (B (N - n)) ∈ levels (separated A B N) := by
  obtain ⟨x, hx0, hx⟩ := (groundEnergy_isLeast (hA n)).1
  obtain ⟨y, hy0, hy⟩ := (groundEnergy_isLeast (hB (N - n))).1
  -- the product of the fragment ground states is an eigenvector of the block
  have hprod : fragments (A n) (B (N - n)) *ᵥ (fun p => x p.1 * y p.2) =
      ((groundEnergy (A n) + groundEnergy (B (N - n)) : ℝ) : ℂ) •
        (fun p => x p.1 * y p.2) := by
    ext ⟨i, j⟩
    have h1 : ((A n ⊗ₖ (1 : Matrix (b (N - n)) (b (N - n)) ℂ)) *ᵥ
        (fun p => x p.1 * y p.2)) (i, j) = (A n *ᵥ x) i * y j := by
      simp only [Matrix.mulVec, dotProduct, Fintype.sum_prod_type, Matrix.kroneckerMap_apply,
        Matrix.one_apply, mul_ite, mul_one, mul_zero, ite_mul, zero_mul, Finset.sum_ite_eq,
        Finset.mem_univ, if_true, Finset.sum_mul]
      exact Finset.sum_congr rfl fun k _ => by ring
    have h2 : (((1 : Matrix (a n) (a n) ℂ) ⊗ₖ B (N - n)) *ᵥ
        (fun p => x p.1 * y p.2)) (i, j) = x i * (B (N - n) *ᵥ y) j := by
      simp only [Matrix.mulVec, dotProduct, Fintype.sum_prod_type_right,
        Matrix.kroneckerMap_apply, Matrix.one_apply, ite_mul, one_mul, zero_mul,
        Finset.sum_ite_eq, Finset.mem_univ, if_true, Finset.mul_sum]
      exact Finset.sum_congr rfl fun k _ => by ring
    rw [fragments, Matrix.add_mulVec, Pi.add_apply, h1, h2, hx, hy]
    simp only [Pi.smul_apply, smul_eq_mul, Complex.ofReal_add]
    ring
  -- place it in sector `n` and put zero in all other sectors
  obtain ⟨s, hs, hs0⟩ : ∃ s : ∀ k : Fin (N + 1), a k × b (N - k) → ℂ,
      s n = (fun p => x p.1 * y p.2) ∧ ∀ k, k ≠ n → s k = 0 :=
    ⟨Pi.single n _, Pi.single_eq_same _ _, fun k hk => Pi.single_eq_of_ne hk _⟩
  refine ⟨fun q => s q.1 q.2, fun h0 => ?_, ?_⟩
  · obtain ⟨i, hi⟩ := Function.ne_iff.1 hx0
    obtain ⟨j, hj⟩ := Function.ne_iff.1 hy0
    have h1 : s n (i, j) = 0 := congrFun h0 ⟨n, (i, j)⟩
    rw [hs] at h1
    exact mul_ne_zero hi hj h1
  · ext ⟨k, p⟩
    rw [separated_mulVec]
    change (fragments (A k) (B (N - k)) *ᵥ s k) p = _ * s k p
    by_cases hk : k = n
    · subst hk
      rw [hs, hprod]
      rfl
    · rw [hs0 k hk]
      simp

/-- For Hermitian fragments, an eigenstate with a nonzero component in a charge sector has
at least the summed fragment ground energies of that sector. -/
theorem populated_sector_bound (hA : ∀ n, (A n).IsHermitian) (hB : ∀ n, (B n).IsHermitian)
    {N : ℕ} {v : Configs a b N → ℂ} {E : ℝ} (h : separated A B N *ᵥ v = (E : ℂ) • v)
    (n : Fin (N + 1)) (hn : (fun p => v ⟨n, p⟩) ≠ 0) :
    groundEnergy (A n) + groundEnergy (B (N - n)) ≤ E := by
  have hw : fragments (A n) (B (N - n)) *ᵥ (fun p => v ⟨n, p⟩) =
      (E : ℂ) • (fun p => v ⟨n, p⟩) := by
    ext p
    have hp := congrFun h ⟨n, p⟩
    rw [separated_mulVec] at hp
    exact hp
  generalize (fun p => v ⟨n, p⟩) = w at hn hw
  -- the block minus both ground energies is positive semidefinite
  have hK := ((sub_groundEnergy_posSemidef (hA n)).kronecker
    (Matrix.PosSemidef.one (n := b (N - n)) (R := ℂ))).add
    ((Matrix.PosSemidef.one (n := a n) (R := ℂ)).kronecker
      (sub_groundEnergy_posSemidef (hB (N - n))))
  have hKeq : (A n - (groundEnergy (A n) : ℂ) • (1 : Matrix (a n) (a n) ℂ)) ⊗ₖ
        (1 : Matrix (b (N - n)) (b (N - n)) ℂ) + (1 : Matrix (a n) (a n) ℂ) ⊗ₖ
        (B (N - n) - (groundEnergy (B (N - n)) : ℂ) • (1 : Matrix (b (N - n)) (b (N - n)) ℂ))
      = fragments (A n) (B (N - n)) -
        ((groundEnergy (A n) + groundEnergy (B (N - n)) : ℝ) : ℂ) • 1 := by
    ext ⟨i, j⟩ ⟨k, l⟩
    simp only [fragments, Matrix.add_apply, Matrix.sub_apply, Matrix.smul_apply,
      Matrix.kroneckerMap_apply, Matrix.one_apply, Prod.mk.injEq, smul_eq_mul,
      Complex.ofReal_add]
    by_cases hik : i = k <;> by_cases hjl : j = l <;>
      simp only [hik, hjl, and_true, and_false, if_true, if_false] <;> ring
  have h0 := hK.dotProduct_mulVec_nonneg w
  rw [hKeq, Matrix.sub_mulVec, Matrix.smul_mulVec, Matrix.one_mulVec, hw, ← sub_smul,
    dotProduct_smul, smul_eq_mul, ← Complex.ofReal_sub] at h0
  have hpos : 0 < star w ⬝ᵥ w := lt_of_le_of_ne (dotProduct_star_self_nonneg w)
    fun hz => hn (dotProduct_star_self_eq_zero.1 hz.symm)
  have h1 := (Complex.le_def.1 h0).1
  have h2 := (Complex.lt_def.1 hpos).1
  rw [Complex.re_ofReal_mul, Complex.zero_re] at h1
  rw [Complex.zero_re] at h2
  by_contra hlt
  nlinarith [mul_pos (sub_pos.2 (not_le.1 hlt)) h2]

/-- Charge distribution at dissociation: for Hermitian fragments on nonempty bases, the
smallest eigenvalue of the separated system is the minimum, over all distributions of the
`N` electrons, of the summed fragment ground energies. -/
theorem separated_ground_energy [∀ n, Nonempty (a n)] [∀ n, Nonempty (b n)]
    (hA : ∀ n, (A n).IsHermitian) (hB : ∀ n, (B n).IsHermitian) (N : ℕ) :
    IsLeast (levels (separated A B N))
      (Finset.univ.inf' Finset.univ_nonempty fun n : Fin (N + 1) =>
        groundEnergy (A n) + groundEnergy (B (N - n))) := by
  constructor
  · obtain ⟨n, _, hn⟩ := Finset.exists_mem_eq_inf' Finset.univ_nonempty
      fun n : Fin (N + 1) => groundEnergy (A n) + groundEnergy (B (N - n))
    rw [hn]
    exact sector_energy_mem_levels hA hB N n
  · -- every eigenvector populates some sector
    rintro E ⟨v, hv, h⟩
    obtain ⟨⟨n, p⟩, hp⟩ := Function.ne_iff.1 hv
    refine le_trans (Finset.inf'_le _ (Finset.mem_univ n)) ?_
    exact populated_sector_bound hA hB h n fun h0 => hp (congrFun h0 p)

/-- For Hermitian fragments on nonempty bases, a ground state of the separated system has
nonzero components only in charge sectors of minimal summed fragment ground energy. -/
theorem ground_state_charge [∀ n, Nonempty (a n)] [∀ n, Nonempty (b n)]
    (hA : ∀ n, (A n).IsHermitian) (hB : ∀ n, (B n).IsHermitian) {N : ℕ}
    {v : Configs a b N → ℂ} {E : ℝ} (hE : IsLeast (levels (separated A B N)) E)
    (h : separated A B N *ᵥ v = (E : ℂ) • v) (n : Fin (N + 1))
    (hn : (fun p => v ⟨n, p⟩) ≠ 0) (m : Fin (N + 1)) :
    groundEnergy (A n) + groundEnergy (B (N - n)) ≤
      groundEnergy (A m) + groundEnergy (B (N - m)) :=
  (populated_sector_bound hA hB h n hn).trans (hE.2 (sector_energy_mem_levels hA hB N m))

/-- For energies convex in the electron number, if moving one electron from the second
fragment to the first does not lower the total energy, moving `k` electrons does not. -/
theorem transfer_cost {f g : ℕ → ℝ} {N p q : ℕ} (hf : ConvexUpTo f N) (hg : ConvexUpTo g N)
    (hN : p + q + 2 ≤ N) (h : f (p + 1) - f (p + 2) ≤ g q - g (q + 1)) :
    ∀ k l, k + l = q + 1 → f (p + 1) + g (q + 1) ≤ f (p + 1 + k) + g l := by
  -- the energy gained per added electron never increases
  have drop : ∀ e : ℕ → ℝ, ConvexUpTo e N → ∀ j k, j + k + 1 ≤ N →
      e (j + k) - e (j + k + 1) ≤ e j - e (j + 1) := by
    intro e he j k
    induction k with
    | zero => intro _; exact le_rfl
    | succ k ih =>
      intro hk
      have h1 := he (j + k) (by omega)
      have h2 := ih (by omega)
      change e (j + k + 1) - e (j + k + 2) ≤ _
      linarith
  intro k
  induction k with
  | zero =>
    intro l hl
    obtain rfl : l = q + 1 := by omega
    exact le_rfl
  | succ k ih =>
    intro l hl
    have h1 := ih (l + 1) (by omega)
    have h2 := drop f hf (p + 1) k (by omega)
    have h3 := drop g hg l k (by omega)
    rw [show l + k = q by omega] at h3
    change _ ≤ f (p + 1) - f (p + 2) at h2
    change _ ≤ f (p + 1 + k + 1) + g l
    linarith

/-- Let Hermitian fragments on nonempty bases have ground energies convex in the electron
number. If neither fragment, with `p + 1` and `q + 1` electrons, has an ionization energy below
the electron affinity of the other, this distribution gives the ground energy. -/
theorem reference_dissociation [∀ n, Nonempty (a n)] [∀ n, Nonempty (b n)]
    (hA : ∀ n, (A n).IsHermitian) (hB : ∀ n, (B n).IsHermitian) (p q : ℕ)
    (hcA : ConvexUpTo (fun k => groundEnergy (A k)) (p + q + 2))
    (hcB : ConvexUpTo (fun k => groundEnergy (B k)) (p + q + 2))
    (hAB : groundEnergy (B (q + 1)) - groundEnergy (B (q + 2)) ≤
      groundEnergy (A p) - groundEnergy (A (p + 1)))
    (hBA : groundEnergy (A (p + 1)) - groundEnergy (A (p + 2)) ≤
      groundEnergy (B q) - groundEnergy (B (q + 1))) :
    IsLeast (levels (separated A B (p + q + 2)))
      (groundEnergy (A (p + 1)) + groundEnergy (B (q + 1))) := by
  have hmin : ∀ m, m ≤ p + q + 2 → groundEnergy (A (p + 1)) + groundEnergy (B (q + 1)) ≤
      groundEnergy (A m) + groundEnergy (B (p + q + 2 - m)) := by
    intro m hm
    rcases le_total (p + 1) m with hle | hle
    · obtain ⟨k, rfl⟩ := Nat.exists_eq_add_of_le hle
      exact transfer_cost hcA hcB le_rfl hBA k _ (by omega)
    · have h : groundEnergy (B (q + 1)) + groundEnergy (A (p + 1)) ≤
          groundEnergy (B (q + 1 + (p + 1 - m))) + groundEnergy (A m) :=
        transfer_cost hcB hcA (by omega) hAB (p + 1 - m) m (by omega)
      rw [show q + 1 + (p + 1 - m) = p + q + 2 - m by omega] at h
      linarith
  constructor
  · have h := sector_energy_mem_levels hA hB (p + q + 2) ⟨p + 1, by omega⟩
    have e : groundEnergy (B (p + q + 2 - (p + 1))) = groundEnergy (B (q + 1)) := by
      rw [show p + q + 2 - (p + 1) = q + 1 by omega]
    rw [← e]
    exact h
  · intro E hE
    refine le_trans ?_ ((separated_ground_energy hA hB (p + q + 2)).2 hE)
    exact Finset.le_inf' _ _ fun m _ => hmin m (Nat.le_of_lt_succ m.isLt)

end

end DissociationCharge
```

```lean
#print axioms DissociationCharge.separated_ground_energy
-- 'DissociationCharge.separated_ground_energy' depends on axioms: [propext, Classical.choice, Quot.sound]
#print axioms DissociationCharge.ground_state_charge
-- 'DissociationCharge.ground_state_charge' depends on axioms: [propext, Classical.choice, Quot.sound]
#print axioms DissociationCharge.reference_dissociation
-- 'DissociationCharge.reference_dissociation' depends on axioms: [propext, Classical.choice, Quot.sound]
```

## From the derivation to the Lean proof

`eigenvalue_mem_levels` connects Mathlib's spectral theorem with `levels`. `groundEnergy_isLeast` shows that this set is finite and nonempty, so the infimum is attained. In `sub_groundEnergy_posSemidef`, adding the ground energy back to an eigenvalue of the shifted matrix gives a level of the original, which proves nonnegativity.

`separated_mulVec` reduces the action of $H$ to one sector. `sector_energy_mem_levels` computes the two terms of $H_n(x\otimes y)$ as `h1` and `h2`, then uses `Pi.single` to fill the other sectors with zero.

In `populated_sector_bound`, `hK` is the positivity of the shifted block and `hKeq` the matrix identity, checked entry by entry. The final `nlinarith` replaces the division by $\|v_n\|^2$.

`separated_ground_energy` picks a minimising sector for one half and a populated sector for the other. `ground_state_charge` chains the two inequalities for a ground state.

In `transfer_cost`, `drop` derives the monotonicity of the energy differences from convexity, and an induction on `k` adds the transfer costs. `reference_dissociation` applies this lemma twice, with the fragments exchanged the second time, and `omega` handles the electron counts.
